# Unit nearest-neighbour hopping on a finite open chain has expectation values between −2 and 2 in real normalised states

The theorem `neighbour_bound` concerns one particle on a finite open chain of `n` sites, with zero on-site energy and hopping amplitude 1 between nearest neighbours. Its matrix N has ones on the two diagonals beside the main one and zeros elsewhere, and the claim is |x·Nx| ≤ 2 x·x for every real vector x. The vector need not be normalised; when x·x = 1, the bound says that the expectation value of N lies between −2 and 2. The proof first shows that each row of N sums to at most 2, since a site has at most one neighbour on each side. It then expands the non-negative sums of N_ij (x_i ± x_j)² over all i and j, whose two signs give the two sides of the bound.

The failing Lean file:

```lean
import Mathlib

open Matrix

namespace NeighbourBound

noncomputable section

/-- The n by n matrix with `b` on the diagonal, `a` on the two neighbouring diagonals
and zero elsewhere. -/
def tridiag (n : ℕ) (a b : ℝ) : Matrix (Fin n) (Fin n) ℝ :=
  Matrix.of fun i j =>
    if i = j then b else if i.val + 1 = j.val ∨ j.val + 1 = i.val then a else 0

/-- A constant tridiagonal matrix with equal off-diagonals is symmetric. -/
theorem tridiag_symm (n : ℕ) (a b : ℝ) : (tridiag n a b)ᵀ = tridiag n a b := by
  ext i j
  simp only [Matrix.transpose_apply, tridiag, Matrix.of_apply]
  split_ifs <;> first | rfl | omega

/-- The quadratic form of the nearest-neighbour coupling is bounded: |x·Nx| ≤ 2 x·x for the
neighbour matrix N = tridiag(1,0,1). -/
theorem neighbour_bound (n : ℕ) (x : Fin n → ℝ) :
    |x ⬝ᵥ tridiag n 1 0 *ᵥ x| ≤ 2 * (x ⬝ᵥ x) := by
  -- each point has at most one right and one left neighbour
  have row : ∀ i, ∑ j, tridiag n 1 0 i j ≤ 2 := by
    intro i
    have h12 : ∑ j : Fin n, (if i.val + 1 = j.val then (1 : ℝ) else 0) ≤ 1 ∧
        ∑ j : Fin n, (if j.val + 1 = i.val then (1 : ℝ) else 0) ≤ 1 := by
      constructor <;>
      · rw [Finset.sum_boole]
        exact_mod_cast Finset.card_le_one.mpr (by
          intro a ha b hb
          simp only [Finset.mem_filter, Finset.mem_univ, true_and] at ha hb
          exact Fin.ext (by omega))
    have hle : ∑ j, tridiag n 1 0 i j ≤ ∑ j : Fin n,
        ((if i.val + 1 = j.val then (1 : ℝ) else 0) +
          (if j.val + 1 = i.val then (1 : ℝ) else 0)) := by
      refine Finset.sum_le_sum fun j _ => ?_
      simp only [tridiag, Matrix.of_apply]
      split_ifs <;> first | norm_num | omega
    rw [Finset.sum_add_distrib] at hle
    linarith [h12.1, h12.2]
  have nonneg : ∀ i j, 0 ≤ tridiag n 1 0 i j := by
    intro i j
    simp only [tridiag, Matrix.of_apply]
    split_ifs <;> norm_num
  have sym : ∀ i j, tridiag n 1 0 i j = tridiag n 1 0 j i := fun i j =>
    congrFun (congrFun (tridiag_symm n 1 0).symm i) j
  generalize tridiag n 1 0 = N at *
  have swap : ∑ i, ∑ j, N i j * x j ^ 2 = ∑ i, ∑ j, N i j * x i ^ 2 := by
    rw [Finset.sum_comm]
    exact Finset.sum_congr rfl fun i _ => Finset.sum_congr rfl fun j _ => by rw [sym j i]
  have diag : ∑ i, ∑ j, N i j * x i ^ 2 ≤ 2 * (x ⬝ᵥ x) := by
    rw [dotProduct, Finset.mul_sum]
    refine Finset.sum_le_sum fun i _ => ?_
    rw [← Finset.sum_mul, ← pow_two]
    exact mul_le_mul_of_nonneg_right (row i) (sq_nonneg _)
  -- sum of squares over neighbouring pairs, with either relative sign
  have squares : ∀ s : ℝ, 0 ≤ ∑ i, ∑ j, N i j * x i ^ 2 + 2 * s * (x ⬝ᵥ N *ᵥ x)
      + s ^ 2 * ∑ i, ∑ j, N i j * x j ^ 2 := by
    intro s
    have e : ∑ i, ∑ j, N i j * x i ^ 2 + 2 * s * (x ⬝ᵥ N *ᵥ x)
        + s ^ 2 * ∑ i, ∑ j, N i j * x j ^ 2 = ∑ i, ∑ j, N i j * (x i + s * x j) ^ 2 := by
      simp only [dotProduct, Matrix.mulVec, Finset.mul_sum, ← Finset.sum_add_distrib]
      exact Finset.sum_congr rfl fun i _ => Finset.sum_congr rfl fun j _ => by ring
    rw [e]
    exact Finset.sum_nonneg fun i _ => Finset.sum_nonneg fun j _ =>
      mul_nonneg (nonneg i j) (sq_nonneg _)
  have hp := squares 1
  have hm := squares (-1)
  rw [swap] at hp hm
  exact abs_le.mpr ⟨by linarith, by linarith⟩

end

end NeighbourBound
```

Lean reports:

```
Main.lean:38:57: error: unsolved goals
case neg
n : ℕ
x : Fin n → ℝ
i : Fin n
h12 : (∑ j, if ↑i + 1 = ↑j then 1 else 0) ≤ 1 ∧ (∑ j, if ↑j + 1 = ↑i then 1 else 0) ≤ 1
j : Fin n
x✝ : j ∈ Finset.univ
h✝³ : ¬i = j
h✝² : ↑i + 1 = ↑j ∨ ↑j + 1 = ↑i
h✝¹ : ¬↑i + 1 = ↑j
h✝ : ¬↑j + 1 = ↑i
⊢ False
```

The error lies in `hle`, which compares each matrix entry with a sum of two indicators, one for a right neighbour and one for a left. `split_ifs` treats the conditions separately and so also produces impossible cases. In the one reported, `j` is a neighbour of `i` by one hypothesis, but the other two deny that it is on either side. The inequality there reads 1 ≤ 0 + 0, which is false, so the case can only be closed by the contradiction among the hypotheses.

`norm_num` came first and simplified the inequality to `False` without using that contradiction. It left a goal open but raised no error, so `first` counted it as a success and never tried `omega`.

The repair swaps the two. `omega` now sees the case before the goal is simplified and closes it from the contradictory hypotheses on the indices. Where the hypotheses are consistent, `omega` fails, and `first` passes to `norm_num`, which proves the remaining true numerical inequalities.

Fix (accepted with no message):

```diff
@@ -39,5 +39,5 @@
       refine Finset.sum_le_sum fun j _ => ?_
       simp only [tridiag, Matrix.of_apply]
-      split_ifs <;> first | norm_num | omega
+      split_ifs <;> first | omega | norm_num
     rw [Finset.sum_add_distrib] at hle
     linarith [h12.1, h12.2]
```
